# A finite Hermitian Hamiltonian has a level in [α, β] if ⟨(H − α)(H − β)⟩ ≤ 0 in some state

Let H be a finite complex Hermitian matrix, α ≤ β real numbers, and x a nonzero vector, not necessarily normalised. The theorem says that if the real part of ⟨(H − α)x, (H − β)x⟩ is at most zero, then H has an eigenvalue e with α ≤ e ≤ β. Divided by ⟨x, x⟩, the hypothesis says that the expectation value of (H − α)(H − β) in the state x is not positive. The attempt supposes that no level lies in the window and expands x in an orthonormal eigenbasis, which turns the inner product into a sum of (lᵢ − α)(lᵢ − β)|⟨bᵢ, x⟩|². Every factor (lᵢ − α)(lᵢ − β) is then positive and some overlap is nonzero, so the sum is positive, contradicting the hypothesis.

The failing Lean file:

```lean
import Mathlib

open Matrix

namespace LevelInWindow

noncomputable section

variable {ι core val : Type*} [Fintype ι] [Fintype core] [Fintype val]

/-- The real number `e` is an energy level of `H`: some nonzero state `x` satisfies `H x = e x`. -/
def IsLevel (H : Matrix ι ι ℂ) (e : ℝ) : Prop :=
  ∃ x : ι → ℂ, x ≠ 0 ∧ H *ᵥ x = (e : ℂ) • x

/-- If `α ≤ β` and a nonzero state `x` makes the real part of `⟨(H - α)x, (H - β)x⟩` nonpositive,
then the Hermitian matrix `H` has a level between `α` and `β`. -/
theorem level_in_window {H : Matrix ι ι ℂ} (hH : H.IsHermitian) {x : ι → ℂ} (hx : x ≠ 0)
    {α β : ℝ} (hαβ : α ≤ β)
    (h : (star (H *ᵥ x - (α : ℂ) • x) ⬝ᵥ (H *ᵥ x - (β : ℂ) • x)).re ≤ 0) :
    ∃ e, IsLevel H e ∧ α ≤ e ∧ e ≤ β := by
  classical
  by_contra! hno
  -- an orthonormal basis of eigenvectors
  obtain ⟨b, l, hu⟩ : ∃ (b : OrthonormalBasis ι ℂ (EuclideanSpace ℂ ι)) (l : ι → ℝ),
      ∀ i, H *ᵥ (b i).ofLp = (l i : ℂ) • (b i).ofLp :=
    ⟨hH.eigenvectorBasis, hH.eigenvalues, fun i =>
      (hH.mulVec_eigenvectorBasis i).trans (by ext j; simp)⟩
  -- no level in the window makes every weight positive
  have hpos : ∀ i, 0 < (l i - α) * (l i - β) := by
    intro i
    have hb : (b i).ofLp ≠ 0 := fun h0 =>
      b.orthonormal.ne_zero i (PiLp.ext fun j => congrFun h0 j)
    have h1 := hno (l i) ⟨_, hb, hu i⟩
    rcases lt_or_ge (l i) α with h2 | h2
    · exact mul_pos_of_neg_of_neg (by linarith) (by linarith)
    · have h3 := h1 h2
      exact mul_pos (by linarith) (by linarith)
  -- components of `(H - γ)x` along the eigenvectors
  have hc : ∀ (γ : ℝ) (i : ι), inner ℂ (b i) (WithLp.toLp 2 (H *ᵥ x - (γ : ℂ) • x)) =
      ((l i - γ : ℝ) : ℂ) * inner ℂ (b i) (WithLp.toLp 2 x) := by
    intro γ i
    have h1 : star (b i).ofLp ᵥ* H = (l i : ℂ) • star (b i).ofLp := by
      have h2 := congrArg star (hu i)
      rw [star_mulVec, hH.eq] at h2
      rw [h2]
      ext j
      simp
    rw [EuclideanSpace.inner_eq_star_dotProduct, EuclideanSpace.inner_eq_star_dotProduct]
    change (H *ᵥ x - (γ : ℂ) • x) ⬝ᵥ star (b i).ofLp =
      ((l i - γ : ℝ) : ℂ) * (x ⬝ᵥ star (b i).ofLp)
    rw [dotProduct_comm, dotProduct_sub, dotProduct_smul, Matrix.dotProduct_mulVec, h1,
      smul_dotProduct, dotProduct_comm x]
    push_cast
    simp only [smul_eq_mul]
    ring
  have hs : (star (H *ᵥ x - (α : ℂ) • x) ⬝ᵥ (H *ᵥ x - (β : ℂ) • x)).re =
      ∑ i, (l i - α) * (l i - β) * Complex.normSq (inner ℂ (b i) (WithLp.toLp 2 x)) := by
    have h1 : star (H *ᵥ x - (α : ℂ) • x) ⬝ᵥ (H *ᵥ x - (β : ℂ) • x) =
        inner ℂ (WithLp.toLp 2 (H *ᵥ x - (α : ℂ) • x))
          (WithLp.toLp 2 (H *ᵥ x - (β : ℂ) • x)) :=
      (dotProduct_comm _ _).trans (EuclideanSpace.inner_eq_star_dotProduct _ _).symm
    rw [h1, ← b.sum_inner_mul_inner, Complex.re_sum]
    refine Finset.sum_congr rfl fun i _ => ?_
    rw [← inner_conj_symm _ (b i), hc, hc]
    generalize inner ℂ (b i) (WithLp.toLp 2 x) = z
    simp only [Complex.mul_re, Complex.mul_im, Complex.ofReal_re, Complex.ofReal_im,
      Complex.conj_re, Complex.conj_im, Complex.normSq_apply]
    ring
  -- a nonzero state overlaps with some eigenvector
  obtain ⟨i, hi⟩ : ∃ i, inner ℂ (b i) (WithLp.toLp 2 x) ≠ 0 := by
    by_contra! hz
    have h1 : inner ℂ (WithLp.toLp 2 x) (WithLp.toLp 2 x) = 0 := by
      rw [← b.sum_inner_mul_inner]
      exact Finset.sum_eq_zero fun i _ => by rw [hz i, mul_zero]
    exact hx (congrArg WithLp.ofLp ((inner_self_eq_zero (𝕜 := ℂ)).1 h1))
  rw [hs] at h
  exact not_le_of_gt (Finset.sum_pos'
    (fun j _ => mul_nonneg (hpos j).le (Complex.normSq_nonneg _))
    ⟨i, Finset.mem_univ i, mul_pos (hpos i) (Complex.normSq_pos.2 hi)⟩) h

end

end LevelInWindow
```

The error:

```
Main.lean:79:72: error: Application type mismatch: The argument
  h
has type
  ∑ i, (l i - α) * (l i - β) * Complex.normSq (inner ℂ (b i) (WithLp.toLp 2 x)) ≤ 0
but is expected to have type
  ∑ i_1, (l i_1 - α) * (l i_1 - β) * Complex.normSq (inner ℂ (b i) (WithLp.toLp 2 x)) ≤ 0
in the application
  not_le_of_gt
    (Finset.sum_pos'
      (fun j x_1 => mul_nonneg (LT.lt.le (hpos j)) (Complex.normSq_nonneg (inner ℂ (b i) (WithLp.toLp 2 x))))
      (Exists.intro i ⟨Finset.mem_univ i, mul_pos (hpos i) (Complex.normSq_pos.mpr hi)⟩))
    h
```

What went wrong. The two sums in the message look alike, but they differ in the overlap. In `h` the eigenvector `b i` runs with the summation index. In the expected type the index is `i_1`, while the overlap is still with `b i`, the one eigenvector obtained earlier as having nonzero overlap with `x`.

The summand was never written down in the call to `Finset.sum_pos'`, so Lean had to infer it from the arguments. The message shows that the placeholder in `Complex.normSq_nonneg _` was filled with the overlap for the fixed `i`, the one that occurs in `hi`. The arguments thus proved positive a sum in which only the factors `(l i_1 - α) * (l i_1 - β)` vary, and `h` says nothing about that sum.

The repair states the intended inequality first, as `hsum`, with `b j` under the sum over `j`. With the summand given, the placeholder has to be the overlap with `b j`, and the same arguments prove the right sum positive. `hsum` and `h` then concern the same sum, and `not_le_of_gt hsum h` gives the contradiction.

The change, after which it compiles:

```diff
@@ -75,7 +75,9 @@
     exact hx (congrArg WithLp.ofLp ((inner_self_eq_zero (𝕜 := ℂ)).1 h1))
   rw [hs] at h
-  exact not_le_of_gt (Finset.sum_pos'
-    (fun j _ => mul_nonneg (hpos j).le (Complex.normSq_nonneg _))
-    ⟨i, Finset.mem_univ i, mul_pos (hpos i) (Complex.normSq_pos.2 hi)⟩) h
+  have hsum : 0 < ∑ j, (l j - α) * (l j - β) *
+      Complex.normSq (inner ℂ (b j) (WithLp.toLp 2 x)) :=
+    Finset.sum_pos' (fun j _ => mul_nonneg (hpos j).le (Complex.normSq_nonneg _))
+      ⟨i, Finset.mem_univ i, mul_pos (hpos i) (Complex.normSq_pos.2 hi)⟩
+  exact not_le_of_gt hsum h
 
 end
```
